# Swapping current and voltage probes compensates a field reversal when G(−B) = G(B)ᵀ

Measure a four-terminal resistance in a magnetic field B, reverse the field, and measure again with the same leads: the two values can disagree. If we expect every resistance to be even in B, we will blame the contacts or the calculation for a difference that is perfectly legitimate. The comparison that must agree also exchanges the current leads with the voltage leads, provided that reversing the field transposes the conductance matrix G.

## Terminals, currents and conductance

```lean
import Mathlib

open Matrix

namespace MultiterminalReciprocity

noncomputable section

variable {n : Type*} [Fintype n] [DecidableEq n]
```

The type `n` is the finite set of terminals. A list of voltages is a function `n → ℝ`, one real number V_i for each terminal i, and a conductance matrix is a `Matrix n n ℝ`.

```lean
/-- The terminal currents when a unit current enters at terminal `a` and leaves at `b`. -/
def drive (a b : n) : n → ℝ := Pi.single a 1 - Pi.single b 1
```

Write e_a for the vector that is 1 at terminal a and 0 elsewhere. Then `drive a b` is the current vector

e_a − e_b

with current counted as positive when it enters the conductor. All other terminals carry no net current, as ideal voltage probes should. If a = b, the vector is zero.

```lean
/-- The Landauer-Büttiker conductance matrix, in units of the conductance quantum:
the row sums of the transmission matrix on the diagonal, minus the transmission matrix. -/
def conductance (T : Matrix n n ℝ) : Matrix n n ℝ :=
  Matrix.diagonal (fun i => ∑ j, T i j) - T
```

Let T_ij be the total transmission from terminal j to terminal i, summed over channels; T_ii is the reflection back into terminal i, which cancels from G. Let δ_ij be 1 for i = j and 0 otherwise. The definition reads

G_ij = δ_ij Σ_k T_ik − T_ij

so the current entering at terminal i is

I_i = Σ_j T_ij (V_i − V_j).

This is the Landauer–Büttiker formula for non-interacting electrons in linear response, in units of the conductance quantum: e²/h if T sums over both spins, 2e²/h if T is given per spin and is the same for both. Lean accepts any real matrix as `T`; the physical conditions enter as hypotheses where they are needed.

## From microreversibility to the symmetry of G

```lean
/-- If reversing the field transposes the transmission matrix, and its row sums equal its
column sums, then reversing the field transposes the conductance matrix. -/
theorem conductance_reversal (T : ℝ → Matrix n n ℝ) (B : ℝ)
    (hT : T (-B) = (T B)ᵀ) (hsum : ∀ i, ∑ j, T B i j = ∑ j, T B j i) :
    conductance (T (-B)) = (conductance (T B))ᵀ := by
  have h : (fun i => ∑ j, (T B)ᵀ i j) = fun i => ∑ j, T B i j :=
    funext fun i => (hsum i).symm
  unfold conductance
  rw [hT, Matrix.transpose_sub, Matrix.diagonal_transpose, h]
```

In a Lean theorem, the named hypotheses stand in brackets after the theorem's name, and the conclusion follows them. Here `hT` says T(−B) = T(B)ᵀ, which is microreversibility: each path run backwards in the reversed field has the same transmission. The hypothesis `hsum` says that row and column sums agree. For a unitary scattering matrix, both sums equal the number of channels at the terminal. Both conditions are assumed, not derived from a Hamiltonian.

By hand,

G_ij(−B) = δ_ij Σ_k T_ik(−B) − T_ij(−B)

= δ_ij Σ_k T_ki(B) − T_ji(B)

= δ_ij Σ_k T_ik(B) − T_ji(B)

= G_ji(B).

The second line uses microreversibility and the third the equal sums. In the proof, `h` is the equality of sums, and `rw` substitutes it after transposing the two parts of G. This is the Onsager symmetry for electrical currents alone; heat currents do not appear.

## Voltages that drive the current

```lean
/-- If the terminal currents always sum to zero and only uniform voltages carry no current,
then a unit current can be driven between any two terminals by suitable voltages. -/
theorem exists_voltage (G : Matrix n n ℝ) (hcol : ∀ j, ∑ i, G i j = 0)
    (hker : ∀ x, G *ᵥ x = 0 → ∀ i j, x i = x j) (a b : n) :
    ∃ V, G *ᵥ V = drive a b := by
  have hsum : ∀ x, ∑ i, (G *ᵥ x) i = 0 := by
    intro x
    simp only [Matrix.mulVec, dotProduct]
    rw [Finset.sum_comm]
    simp [← Finset.sum_mul, hcol]
  have hN : (Fintype.card n : ℝ) ≠ 0 := by
    have : Nonempty n := ⟨a⟩
    exact Nat.cast_ne_zero.mpr Fintype.card_ne_zero
  -- adding the total voltage to each component removes the freedom of a uniform shift
  let L : (n → ℝ) →ₗ[ℝ] (n → ℝ) :=
    { toFun := fun x i => (G *ᵥ x) i + ∑ j, x j
      map_add' := by
        intro x y
        ext i
        simp only [Matrix.mulVec_add, Pi.add_apply, Finset.sum_add_distrib]
        ring
      map_smul' := by
        intro c x
        ext i
        simp [Matrix.mulVec_smul, Finset.mul_sum, mul_add] }
  have hz : ∀ x, ∑ i, L x i = 0 → ∑ j, x j = 0 := by
    intro x hx
    have h : ∑ i, ((G *ᵥ x) i + ∑ j, x j) = 0 := hx
    rw [Finset.sum_add_distrib, hsum, zero_add, Finset.sum_const, Finset.card_univ,
      nsmul_eq_mul] at h
    exact (mul_eq_zero.mp h).resolve_left hN
  have inj : Function.Injective L := by
    rw [injective_iff_map_eq_zero]
    intro x hx
    have s := hz x (by rw [hx]; simp)
    have g : G *ᵥ x = 0 := by
      ext i
      have h : (G *ᵥ x) i + ∑ j, x j = 0 := congrFun hx i
      rw [s, add_zero] at h
      exact h
    ext i
    have h : ∑ j, x j = (Fintype.card n : ℝ) * x i := by
      rw [Finset.sum_congr rfl (fun j _ => hker x g j i)]
      simp
    rw [s] at h
    exact (mul_eq_zero.mp h.symm).resolve_left hN
  -- in finite dimension an injective map is surjective
  obtain ⟨V, hV⟩ := LinearMap.injective_iff_surjective.mp inj (drive a b)
  have s := hz V (by rw [hV]; simp [drive, Pi.single_apply, Finset.sum_sub_distrib])
  refine ⟨V, ?_⟩
  ext i
  have h : (G *ᵥ V) i + ∑ j, V j = drive a b i := congrFun hV i
  rw [s, add_zero] at h
  exact h
```

The symbol `*ᵥ` multiplies a matrix by a vector. The hypothesis `hcol` makes every column of G sum to zero, so the terminal currents sum to zero for any voltages: charge is conserved. The hypothesis `hker` says that only uniform voltages carry no current, which excludes a conductor made of disconnected parts. The conclusion is that some V satisfies GV = e_a − e_b.

G itself cannot be inverted, because its columns sum to zero. So let N be the number of terminals, let s = Σ_j x_j, and define a modified map L by

L(x) = Gx + s(1, …, 1).

Summing the components of L(x) gives Ns, since those of Gx sum to zero. Now suppose L(x) = 0. Then Ns = 0, so s = 0 and Gx = 0. By `hker`, x is uniform, so each component satisfies Nx_i = s = 0, and x = 0. Thus L is injective, and in finite dimension it is also surjective.

Choose V with L(V) = e_a − e_b. The right side sums to zero, so the total voltage is zero, the added term disappears, and GV = e_a − e_b.

In the code, `hsum` is charge conservation, `hz` shows that the total voltage vanishes, and `inj` is injectivity. `LinearMap.injective_iff_surjective` supplies the finite-dimensional step.

## Reciprocity

```lean
/-- Multiterminal reciprocity: if reversing the field transposes the conductance matrix, then
the voltage between `c` and `d` for unit current from `a` to `b` at field `B` equals the voltage
between `a` and `b` for unit current from `c` to `d` at field `-B`. -/
theorem reciprocity (G : ℝ → Matrix n n ℝ) (B : ℝ) (hG : G (-B) = (G B)ᵀ)
    {a b c d : n} {V W : n → ℝ}
    (hV : G B *ᵥ V = drive a b) (hW : G (-B) *ᵥ W = drive c d) :
    V c - V d = W a - W b := by
  -- pair the second voltages with the first currents and move the matrix across
  have h : W ⬝ᵥ (G B *ᵥ V) = (G (-B) *ᵥ W) ⬝ᵥ V := by
    rw [hG, Matrix.mulVec_transpose, Matrix.dotProduct_mulVec]
  rw [hV, hW] at h
  simp [drive, dotProduct_sub, sub_dotProduct] at h
  linarith
```

Here `G` is a function that assigns a matrix to each field value. Voltages V at field B drive unit current from a to b, and voltages W at field −B drive unit current from c to d. The conclusion is

V_c − V_d = W_a − W_b.

Because the current is one unit, each voltage difference is a resistance. The terminals need not be distinct.

Pair W with the first current vector and exchange the order of summation:

Σ_i W_i Σ_j G_ij(B) V_j = Σ_j [Σ_i G_ij(B) W_i] V_j

= Σ_j [Σ_i G_ji(−B) W_i] V_j.

On the left, the inner sum is the current vector e_a − e_b, so the whole is W_a − W_b. On the right, the bracket is the current vector e_c − e_d, so the whole is V_c − V_d.

The proof turns on how Mathlib moves a matrix across a dot product, written `⬝ᵥ`. There are two products of a matrix with a vector: the vector may stand on the right as a column or on the left as a row. `Matrix.mulVec_transpose` turns G(B)ᵀ acting on the column W into the row W acting on G(B). `Matrix.dotProduct_mulVec` regroups W · (G(B)V) as (the row W times G(B)) · V. After these two rewrites, both sides of `h` are the same expression, and the exchange of sums never has to be written out. The rest inserts the two current vectors, evaluates them with `simp`, and rearranges with `linarith`.

For non-interacting electrons with finitely many leads, this gives a consistency check on a numerical transport calculation: compute both configurations and compare. Any magnetisation or exchange field in the model must be reversed together with B; otherwise microreversibility can fail, and a correct calculation need not pass the check.

```lean
/-- If reversing the field transposes the conductance matrix, the voltage between the two
terminals that carry the unit current is the same at `B` and `-B`. -/
theorem two_terminal_even (G : ℝ → Matrix n n ℝ) (B : ℝ) (hG : G (-B) = (G B)ᵀ)
    {a b : n} {V W : n → ℝ}
    (hV : G B *ᵥ V = drive a b) (hW : G (-B) *ᵥ W = drive a b) :
    V a - V b = W a - W b :=
  reciprocity G B hG hV hW
```

Setting c = a and d = b gives

V_a − V_b = W_a − W_b.

The resistance measured between the current-carrying terminals themselves is therefore even in B, even when other terminals are attached as voltage probes.

## A ring whose transverse voltage is odd in B

```lean
/-- Transmission matrix of a symmetric four-terminal ring, in which the field `B` favours one
sense of circulation between neighbouring terminals. -/
def ringTransmission (B : ℝ) : Matrix (Fin 4) (Fin 4) ℝ :=
  !![1, 1 - B, 1, 1 + B;
     1 + B, 1, 1 - B, 1;
     1, 1 + B, 1, 1 - B;
     1 - B, 1, 1 + B, 1]
```

`Fin 4` labels the terminals 0, 1, 2, 3, with index arithmetic modulo four. Transmission to terminal i is 1 + B from i − 1, 1 − B from i + 1, and 1 from the other two, including i itself. This is a one-parameter model with a dimensionless field B. The entries are non-negative, as transmissions must be, only for |B| ≤ 1; the algebra holds for every real B.

```lean
/-- The current at each ring terminal is four times its voltage, minus the total voltage, plus
`B` times the voltage difference of its two neighbours (indices are taken modulo four). -/
theorem ring_current (B : ℝ) (V : Fin 4 → ℝ) (i : Fin 4) :
    (conductance (ringTransmission B) *ᵥ V) i =
      4 * V i - ∑ j, V j + B * (V (i + 1) - V (i - 1)) := by
  fin_cases i
  · change _ = 4 * V 0 - ∑ j, V j + B * (V 1 - V 3)
    simp [conductance, ringTransmission, Matrix.mulVec, dotProduct, Fin.sum_univ_four,
      Matrix.diagonal_apply]
    ring
  · change _ = 4 * V 1 - ∑ j, V j + B * (V 2 - V 0)
    simp [conductance, ringTransmission, Matrix.mulVec, dotProduct, Fin.sum_univ_four,
      Matrix.diagonal_apply]
    ring
  · change _ = 4 * V 2 - ∑ j, V j + B * (V 3 - V 1)
    simp [conductance, ringTransmission, Matrix.mulVec, dotProduct, Fin.sum_univ_four,
      Matrix.diagonal_apply]
    ring
  · change _ = 4 * V 3 - ∑ j, V j + B * (V 0 - V 2)
    simp [conductance, ringTransmission, Matrix.mulVec, dotProduct, Fin.sum_univ_four,
      Matrix.diagonal_apply]
    ring
```

Every row of T sums to 4. Subtracting the transmitted contributions therefore gives

I_i = 4V_i − Σ_j V_j + B(V_(i+1) − V_(i−1)).

The proof checks the four terminals in turn. `fin_cases i` splits the cases, and each `change` writes out the neighbours' indices.

```lean
/-- Unit current between the opposite ring terminals 0 and 2, written out in components. -/
theorem drive_opposite : drive (0 : Fin 4) 2 = ![1, 0, -1, 0] := by
  ext i
  fin_cases i <;> simp [drive]
```

Unit current from terminal 0 to terminal 2 is the vector (1, 0, −1, 0).

```lean
/-- Reversing the field transposes the ring's transmission matrix, its row and column sums
agree, and the voltages shown drive unit current from terminal 0 to terminal 2. -/
theorem ring_witness (B : ℝ) :
    ringTransmission (-B) = (ringTransmission B)ᵀ ∧
    (∀ i, ∑ j, ringTransmission B i j = ∑ j, ringTransmission B j i) ∧
    conductance (ringTransmission B) *ᵥ
      ![1 / (4 + B ^ 2), B * (1 / (4 + B ^ 2)) / 2,
        -(1 / (4 + B ^ 2)), -(B * (1 / (4 + B ^ 2)) / 2)] = drive 0 2 := by
  refine ⟨?_, ?_, ?_⟩
  · ext i j
    fin_cases i <;> fin_cases j <;> simp [ringTransmission] <;> ring
  · intro i
    fin_cases i <;> simp [ringTransmission, Fin.sum_univ_four] <;> ring
  · have hr : 1 / (4 + B ^ 2) * (4 + B ^ 2) = 1 :=
      div_mul_cancel₀ 1 (by positivity)
    generalize 1 / (4 + B ^ 2) = r at hr ⊢
    rw [drive_opposite]
    ext i
    rw [ring_current, Fin.sum_univ_four]
    fin_cases i
    · change 4 * r - (r + B * r / 2 + -r + -(B * r / 2))
        + B * (B * r / 2 - -(B * r / 2)) = 1
      linear_combination hr
    · change 4 * (B * r / 2) - (r + B * r / 2 + -r + -(B * r / 2)) + B * (-r - r) = 0
      ring
    · change 4 * (-r) - (r + B * r / 2 + -r + -(B * r / 2))
        + B * (-(B * r / 2) - B * r / 2) = -1
      linear_combination -hr
    · change 4 * (-(B * r / 2)) - (r + B * r / 2 + -r + -(B * r / 2)) + B * (r - -r) = 0
      ring
```

The first two parts show that the ring meets the hypotheses of `conductance_reversal`, so reciprocity applies to it. The third gives explicit voltages. With r = 1/(4 + B²), they are

V = (r, Br/2, −r, −Br/2).

Their sum is zero, and the current law gives

I_0 = 4r + B²r = 1

I_1 = 2Br − 2Br = 0

I_2 = −4r − B²r = −1

I_3 = −2Br + 2Br = 0.

Lean follows the same computation, with `hr` recording that r(4 + B²) = 1.

```lean
/-- Whenever unit current flows through the ring from terminal 0 to terminal 2, the transverse
voltage between terminals 1 and 3 is `B / (4 + B ^ 2)`. -/
theorem ring_transverse (B : ℝ) {V : Fin 4 → ℝ}
    (hV : conductance (ringTransmission B) *ᵥ V = drive 0 2) :
    V 1 - V 3 = B / (4 + B ^ 2) := by
  rw [drive_opposite] at hV
  have h0 : 4 * V 0 - ∑ j, V j + B * (V 1 - V 3) = 1 :=
    (ring_current B V 0).symm.trans (congrFun hV 0)
  have h1 : 4 * V 1 - ∑ j, V j + B * (V 2 - V 0) = 0 :=
    (ring_current B V 1).symm.trans (congrFun hV 1)
  have h2 : 4 * V 2 - ∑ j, V j + B * (V 3 - V 1) = -1 :=
    (ring_current B V 2).symm.trans (congrFun hV 2)
  have h3 : 4 * V 3 - ∑ j, V j + B * (V 0 - V 2) = 0 :=
    (ring_current B V 3).symm.trans (congrFun hV 3)
  -- eliminate the longitudinal voltage between terminals 0 and 2
  rw [eq_div_iff (by positivity)]
  linear_combination h1 - h3 + (B / 2) * (h0 - h2)
```

This result covers every V that drives the current, not only the one displayed above. Let x = V_0 − V_2 and y = V_1 − V_3. Subtracting the equation at terminal 2 from that at 0, and the one at 3 from that at 1, gives

4x + 2By = 2

4y − 2Bx = 0.

Multiply the first by B/2 and add the second:

(4 + B²)y = B.

Hence y = B/(4 + B²). The final `linear_combination` is exactly this elimination, with `h0` to `h3` as the four current equations.

```lean
/-- At nonzero field, the ring's transverse voltage for the same unit current from terminal 0 to
terminal 2 changes when the field is reversed. -/
theorem ring_not_even {B : ℝ} (hB : B ≠ 0) {V W : Fin 4 → ℝ}
    (hV : conductance (ringTransmission B) *ᵥ V = drive 0 2)
    (hW : conductance (ringTransmission (-B)) *ᵥ W = drive 0 2) :
    V 1 - V 3 ≠ W 1 - W 3 := by
  rw [ring_transverse B hV, ring_transverse (-B) hW, neg_sq]
  intro h
  have hd : (4 + B ^ 2 : ℝ) ≠ 0 := by positivity
  have h' : B = -B := (div_left_inj' hd).mp h
  exact hB (by linarith)

end

end MultiterminalReciprocity
```

For the same current leads, the transverse voltages at B and −B are B/(4 + B²) and −B/(4 + B²). If they were equal, then B = −B and so B = 0, contrary to `hB`. Reversing the field without exchanging the probes is therefore not enough, although the ring satisfies the Onsager symmetry.

## The ring at B = 1

For unit current from 0 to 2 at B = 1, the voltages are

V = (1/5, 1/10, −1/5, −1/10)

and the transverse voltage is V_1 − V_3 = 1/5. With the same leads at B = −1 it becomes −1/5.

Now keep B = −1 but drive the current from 1 to 3. Take

W = (1/10, 1/5, −1/10, −1/5).

The components sum to zero, and the current law gives

I_0 = 4/10 − (1/5 + 1/5) = 0

I_1 = 4/5 − (−1/10 − 1/10) = 1

I_2 = −4/10 − (−1/5 − 1/5) = 0

I_3 = −4/5 − (1/10 + 1/10) = −1.

The voltage between terminals 0 and 2 is W_0 − W_2 = 1/5, equal to V_1 − V_3 as reciprocity requires.

```lean
#print axioms MultiterminalReciprocity.conductance_reversal
-- 'MultiterminalReciprocity.conductance_reversal' depends on axioms: [propext, Classical.choice, Quot.sound]
#print axioms MultiterminalReciprocity.exists_voltage
-- 'MultiterminalReciprocity.exists_voltage' depends on axioms: [propext, Classical.choice, Quot.sound]
#print axioms MultiterminalReciprocity.two_terminal_even
-- 'MultiterminalReciprocity.two_terminal_even' depends on axioms: [propext, Classical.choice, Quot.sound]
#print axioms MultiterminalReciprocity.ring_not_even
-- 'MultiterminalReciprocity.ring_not_even' depends on axioms: [propext, Classical.choice, Quot.sound]
```
